# The parameter derivative of a Slater determinant's one-body local energy, and why it vanishes when the parameter only mixes occupied orbitals among themselves

## Electrons held fixed while the orbitals change

Variational Monte Carlo samples the positions r_i of N electrons and adjusts the parameters of a trial wave function. Take a single Slater determinant Ψ of N occupied orbitals φ_j and a one-body operator h, such as the kinetic energy. At fixed positions, how does the local energy (HΨ)/Ψ, with H = Σ_i h(i), respond to a change in the orbitals, and which changes have no effect?

Two matrices carry the required data:

A_ij = φ_j(r_i),  B_ij = (hφ_j)(r_i).

Up to normalisation, Ψ = det A. Acting with h on electron i changes only row i of A, replacing it by row i of B. Expanding in cofactors and summing over electrons gives

HΨ = Σ_i Σ_j adj(A)_ji B_ij = tr(adj(A) B) = det A · tr(A⁻¹B).

Where Ψ ≠ 0, the local energy is therefore E = tr(A⁻¹B).

## What is stated

Let A and B depend on a real parameter t, and let a prime denote the derivative. If the entries are differentiable at t and det A(t) ≠ 0, then

E' = tr(A⁻¹B') − tr(A⁻¹A'A⁻¹B).

This is `hasDerivAt_localEnergy`. The predicate `EntrywiseDeriv A A' t` says that each entry of the path `A` has the corresponding entry of `A'` as its derivative at `t`. The index type `n` labels both electrons and occupied orbitals, and `m` labels virtual orbitals. The right-hand side is named `response`.

The second main theorem, `hasDerivAt_occupied_rotation`, takes A = A₀C(t) and B = B₀C(t), with constant A₀ and B₀. If A₀ and C(t) are invertible and C is differentiable at t, the derivative of E is zero. C need not be orthogonal.

The operator h does not appear in the file: B is an arbitrary real matrix, and its reading as operator values is the physical interpretation. The model is one determinant with real orbitals for electrons of the same spin, without a Jastrow factor, at positions away from the nodes. Within it, mixing the occupied orbitals by an invertible C multiplies Ψ by det C, the same factor at all electron positions. Neither the local energy nor the normalised sampling density |Ψ|² changes, so such parameters are redundant and can be left out of an orbital optimisation.

## The derivation by hand

Near t the determinant stays nonzero, so A⁻¹A = 1 there. Differentiating gives

(A⁻¹)'A + A⁻¹A' = 0,  hence (A⁻¹)' = −A⁻¹A'A⁻¹.

The product rule, with the order of factors kept, then yields

E' = tr((A⁻¹)'B + A⁻¹B') = tr(A⁻¹B') − tr(A⁻¹A'A⁻¹B).

Now let the occupied orbitals change by a mixture X of themselves and a mixture K of virtual orbitals, whose values and operator values are A_v and B_v:

A' = AX + A_v K,  B' = BX + B_v K.

Since A⁻¹A' = X + A⁻¹A_v K, the two traces are

tr(A⁻¹B') = tr(A⁻¹BX) + tr(A⁻¹B_v K),

tr(A⁻¹A'A⁻¹B) = tr(XA⁻¹B) + tr(A⁻¹A_v K A⁻¹B).

By cyclicity the X terms are equal and cancel, and the last term is tr(A⁻¹BA⁻¹A_v K). What remains is

E' = tr(MK),  M = A⁻¹(B_v − BA⁻¹A_v).

If this vanishes for every K, choose K = Mᵀ. Then Σ_ij M_ij² = 0, so M = 0 and B_v = BA⁻¹A_v. Conversely, that equality makes every response zero. For one electron and one virtual orbital it reads (hφ_v)(r) = E φ_v(r).

For the occupied rotation, A' = A₀C' = A(C⁻¹C') and B' = B(C⁻¹C'). This is the case X = C⁻¹C', K = 0, so E' = 0. The same cancellation is visible without differentiating:

tr((A₀C)⁻¹B₀C) = tr(C⁻¹A₀⁻¹B₀C) = tr(A₀⁻¹B₀).

## The Lean file

```lean
import Mathlib

open Matrix

namespace LocalEnergyDerivative

noncomputable section

variable {n m : Type*} [Fintype n] [DecidableEq n] [Fintype m]

/-- The matrix path `A` has the derivative `A'` at parameter value `t`, entry by entry. -/
def EntrywiseDeriv (A : ℝ → Matrix n n ℝ) (A' : Matrix n n ℝ) (t : ℝ) : Prop :=
  ∀ i j, HasDerivAt (fun s => A s i j) (A' i j) t

/-- The one-body local energy `tr(A⁻¹ B)`: `A i j` is orbital `j` at electron `i`, and `B i j`
is the one-body operator applied to orbital `j`, at electron `i`. -/
def localEnergy (A B : Matrix n n ℝ) : ℝ := trace (A⁻¹ * B)

/-- The response `tr(A⁻¹ B') - tr(A⁻¹ A' A⁻¹ B)` to changes `A'` and `B'` of the two matrices. -/
def response (A B A' B' : Matrix n n ℝ) : ℝ :=
  trace (A⁻¹ * B') - trace (A⁻¹ * A' * A⁻¹ * B)

/-- If `det A ≠ 0`, replacing row `i` of `A` by row `i` of `B` and summing the resulting
determinants over `i` gives `det A` times the local energy. -/
theorem sum_det_updateRow (A B : Matrix n n ℝ) (hA : A.det ≠ 0) :
    ∑ i, (A.updateRow i (B i)).det = A.det * localEnergy A B := by
  -- Cramer's rule expands each modified determinant in cofactors
  have hrow : ∀ i, (A.updateRow i (B i)).det = ∑ j, A.adjugate j i * B i j := by
    intro i
    rw [← Matrix.cramer_transpose_apply, Matrix.cramer_eq_adjugate_mulVec,
      ← Matrix.adjugate_transpose]
    rfl
  have hadj : A.det • A⁻¹ = A.adjugate := by
    rw [Matrix.inv_def, Ring.inverse_eq_inv', smul_smul, mul_inv_cancel₀ hA, one_smul]
  have htr : A.det * localEnergy A B = trace (A.adjugate * B) := by
    unfold localEnergy
    rw [← hadj, Matrix.smul_mul, Matrix.trace_smul, smul_eq_mul]
  rw [Finset.sum_congr rfl fun i _ => hrow i, Finset.sum_comm, htr]
  rfl

omit [DecidableEq n] in
/-- The product rule for matrix paths, with the order of the factors kept. -/
theorem EntrywiseDeriv.mul {A B : ℝ → Matrix n n ℝ} {A' B' : Matrix n n ℝ} {t : ℝ}
    (hA : EntrywiseDeriv A A' t) (hB : EntrywiseDeriv B B' t) :
    EntrywiseDeriv (fun s => A s * B s) (A' * B t + A t * B') t := by
  intro i j
  have h : HasDerivAt (fun s => ∑ k, A s i k * B s k j)
      (∑ k, (A' i k * B t k j + A t i k * B' k j)) t :=
    HasDerivAt.fun_sum fun k _ => (hA i k).fun_mul (hB k j)
  simpa only [Matrix.mul_apply, Matrix.add_apply, Finset.sum_add_distrib] using h

/-- The determinant of a matrix with differentiable entries is differentiable. -/
theorem differentiableAt_det {A : ℝ → Matrix n n ℝ} {t : ℝ}
    (h : ∀ i j, DifferentiableAt ℝ (fun s => A s i j) t) :
    DifferentiableAt ℝ (fun s => (A s).det) t := by
  have hp : ∀ (σ : Equiv.Perm n) (u : Finset n),
      DifferentiableAt ℝ (fun s => ∏ i ∈ u, A s (σ i) i) t := by
    intro σ u
    induction u using Finset.induction_on with
    | empty => simp
    | insert a u ha ih =>
      simp only [Finset.prod_insert ha]
      exact (h (σ a) a).mul ih
  simp only [Matrix.det_apply']
  exact DifferentiableAt.fun_sum fun σ _ => (hp σ Finset.univ).const_mul _

/-- The inverse Slater matrix has the derivative `-A⁻¹ A' A⁻¹`. -/
theorem EntrywiseDeriv.inverse {A : ℝ → Matrix n n ℝ} {A' : Matrix n n ℝ} {t : ℝ}
    (hA : EntrywiseDeriv A A' t) (hdet : (A t).det ≠ 0) :
    EntrywiseDeriv (fun s => (A s)⁻¹) (-((A t)⁻¹ * A' * (A t)⁻¹)) t := by
  have hd := differentiableAt_det fun i j => (hA i j).differentiableAt
  -- the inverse is differentiable, being the adjugate over the determinant
  have hinv : ∀ i j, DifferentiableAt ℝ (fun s => (A s)⁻¹ i j) t := by
    intro i j
    have hadj : DifferentiableAt ℝ (fun s => (A s).adjugate i j) t := by
      simp only [Matrix.adjugate_apply]
      refine differentiableAt_det fun k l => ?_
      by_cases hk : k = j
      · subst hk
        simp only [Matrix.updateRow_self]
        exact differentiableAt_const _
      · simp only [Matrix.updateRow_ne hk]
        exact (hA k l).differentiableAt
    have he : (fun s => (A s)⁻¹ i j) = fun s => ((A s).det)⁻¹ * (A s).adjugate i j := by
      funext s
      rw [Matrix.inv_def, Ring.inverse_eq_inv', Matrix.smul_apply, smul_eq_mul]
    rw [he]
    exact (hd.inv hdet).mul hadj
  obtain ⟨D, hD⟩ : ∃ D, EntrywiseDeriv (fun s => (A s)⁻¹) D t :=
    ⟨Matrix.of fun i j => deriv (fun s => (A s)⁻¹ i j) t, fun i j => (hinv i j).hasDerivAt⟩
  -- differentiate `A⁻¹ A = 1`, which holds in a neighbourhood of `t`
  have hzero : D * A t + (A t)⁻¹ * A' = 0 := by
    ext i j
    have h2 : HasDerivAt (fun s => ((A s)⁻¹ * A s) i j) 0 t := by
      refine (hasDerivAt_const t ((1 : Matrix n n ℝ) i j)).congr_of_eventuallyEq ?_
      filter_upwards [hd.continuousAt.eventually_ne hdet] with s hs
      rw [Matrix.nonsing_inv_mul _ (isUnit_iff_ne_zero.mpr hs)]
    exact (hD.mul hA i j).unique h2
  have hval : D = -((A t)⁻¹ * A' * (A t)⁻¹) := by
    calc D = D * (A t * (A t)⁻¹) := by
          rw [Matrix.mul_nonsing_inv _ (isUnit_iff_ne_zero.mpr hdet), mul_one]
      _ = (D * A t + (A t)⁻¹ * A') * (A t)⁻¹ - (A t)⁻¹ * A' * (A t)⁻¹ := by noncomm_ring
      _ = _ := by rw [hzero, zero_mul, zero_sub]
  rw [← hval]
  exact hD

/-- The parameter derivative of the local energy is `tr(A⁻¹ B') - tr(A⁻¹ A' A⁻¹ B)`
wherever the Slater determinant does not vanish. -/
theorem hasDerivAt_localEnergy {A B : ℝ → Matrix n n ℝ} {A' B' : Matrix n n ℝ} {t : ℝ}
    (hA : EntrywiseDeriv A A' t) (hB : EntrywiseDeriv B B' t) (hdet : (A t).det ≠ 0) :
    HasDerivAt (fun s => localEnergy (A s) (B s)) (response (A t) (B t) A' B') t := by
  have h := (hA.inverse hdet).mul hB
  have ht : HasDerivAt (fun s => ∑ i, ((A s)⁻¹ * B s) i i)
      (∑ i, (-((A t)⁻¹ * A' * (A t)⁻¹) * B t + (A t)⁻¹ * B') i i) t :=
    HasDerivAt.fun_sum fun i _ => h i i
  have hv : response (A t) (B t) A' B' =
      trace (-((A t)⁻¹ * A' * (A t)⁻¹) * B t + (A t)⁻¹ * B') := by
    unfold response
    rw [Matrix.trace_add, neg_mul, Matrix.trace_neg]
    ring
  rw [hv]
  exact ht

/-- If the occupied orbitals change by a mixture `X` of themselves and a mixture `K` of virtual
orbitals (values `Av`, operator values `Bv`), and `det A ≠ 0`, the response is `tr(A⁻¹ (Bv - B A⁻¹
Av) K)`, which does not involve `X`. -/
theorem response_orbital_mixing (A B X : Matrix n n ℝ) (Av Bv : Matrix n m ℝ)
    (K : Matrix m n ℝ) (hdet : A.det ≠ 0) :
    response A B (A * X + Av * K) (B * X + Bv * K) =
      trace (A⁻¹ * (Bv - B * A⁻¹ * Av) * K) := by
  have h1 : A⁻¹ * (A * X + Av * K) = X + A⁻¹ * Av * K := by
    rw [Matrix.mul_add, ← Matrix.mul_assoc A⁻¹ A X,
      Matrix.nonsing_inv_mul _ (isUnit_iff_ne_zero.mpr hdet), Matrix.one_mul, Matrix.mul_assoc]
  -- cyclicity of the trace cancels the occupied part
  have h2 := Matrix.trace_mul_comm X (A⁻¹ * B)
  have h3 := Matrix.trace_mul_comm (A⁻¹ * Av * K) (A⁻¹ * B)
  unfold response
  rw [h1]
  simp only [Matrix.mul_add, Matrix.add_mul, Matrix.mul_sub, Matrix.sub_mul,
    Matrix.trace_add, Matrix.trace_sub, Matrix.mul_assoc] at h2 h3 ⊢
  linarith

/-- If `det A ≠ 0`, the response to every admixture `K` of the virtual orbitals is zero exactly when
`Bv = B A⁻¹ Av`. -/
theorem response_virtual_eq_zero_iff (A B : Matrix n n ℝ) (Av Bv : Matrix n m ℝ)
    (hdet : A.det ≠ 0) :
    (∀ K : Matrix m n ℝ, response A B (Av * K) (Bv * K) = 0) ↔ Bv = B * A⁻¹ * Av := by
  have hmix : ∀ K : Matrix m n ℝ, response A B (Av * K) (Bv * K) =
      trace (A⁻¹ * (Bv - B * A⁻¹ * Av) * K) := by
    intro K
    have h := response_orbital_mixing A B 0 Av Bv K hdet
    rwa [Matrix.mul_zero, Matrix.mul_zero, zero_add, zero_add] at h
  constructor
  · intro h
    obtain ⟨M, hM⟩ : ∃ M, M = A⁻¹ * (Bv - B * A⁻¹ * Av) := ⟨_, rfl⟩
    -- choosing `K = Mᵀ` turns the response into a sum of squares
    have h0 : trace (M * Mᵀ) = 0 := by rw [hM, ← hmix]; exact h _
    have hs : ∑ i, ∑ j, M i j * M i j = 0 := h0
    have hz : M = 0 := by
      ext i j
      have hi := (Finset.sum_eq_zero_iff_of_nonneg (fun i _ =>
        Finset.sum_nonneg fun j _ => mul_self_nonneg (M i j))).mp hs i (Finset.mem_univ i)
      exact mul_self_eq_zero.mp ((Finset.sum_eq_zero_iff_of_nonneg (fun j _ =>
        mul_self_nonneg (M i j))).mp hi j (Finset.mem_univ j))
    have hA : A * M = Bv - B * A⁻¹ * Av := by
      rw [hM, ← Matrix.mul_assoc, Matrix.mul_nonsing_inv _ (isUnit_iff_ne_zero.mpr hdet),
        Matrix.one_mul]
    rw [hz, Matrix.mul_zero] at hA
    exact sub_eq_zero.mp hA.symm
  · intro h K
    rw [hmix, sub_eq_zero.mpr h, Matrix.mul_zero, Matrix.zero_mul, Matrix.trace_zero]

/-- If `A₀` and `C(t)` are invertible and `C` is differentiable at `t`, the local energy of the
mixed occupied orbitals, with matrices `A₀ C` and `B₀ C`, has derivative zero at `t`. -/
theorem hasDerivAt_occupied_rotation (A₀ B₀ : Matrix n n ℝ) {C : ℝ → Matrix n n ℝ}
    {C' : Matrix n n ℝ} {t : ℝ} (hC : EntrywiseDeriv C C' t)
    (hA₀ : A₀.det ≠ 0) (hCt : (C t).det ≠ 0) :
    HasDerivAt (fun s => localEnergy (A₀ * C s) (B₀ * C s)) 0 t := by
  have hconst : ∀ M : Matrix n n ℝ, EntrywiseDeriv (fun s => M * C s) (M * C') t := by
    intro M
    have hM : EntrywiseDeriv (fun _ => M) 0 t := fun i j => hasDerivAt_const t (M i j)
    have h := hM.mul hC
    rwa [zero_mul, zero_add] at h
  have hdet : (A₀ * C t).det ≠ 0 := by
    rw [Matrix.det_mul]
    exact mul_ne_zero hA₀ hCt
  have h := hasDerivAt_localEnergy (hconst A₀) (hconst B₀) hdet
  -- the change of the orbitals is the occupied mixture `X = C⁻¹ C'`
  have hX : ∀ M : Matrix n n ℝ, M * C t * ((C t)⁻¹ * C') = M * C' := by
    intro M
    rw [mul_assoc, ← mul_assoc (C t), Matrix.mul_nonsing_inv _ (isUnit_iff_ne_zero.mpr hCt),
      one_mul]
  have hr := response_orbital_mixing (A₀ * C t) (B₀ * C t) ((C t)⁻¹ * C')
    (0 : Matrix n n ℝ) 0 (0 : Matrix n n ℝ) hdet
  rw [hX, hX, mul_zero, add_zero, add_zero, mul_zero, Matrix.trace_zero] at hr
  rwa [hr] at h

end

end LocalEnergyDerivative
```

```lean
#print axioms LocalEnergyDerivative.sum_det_updateRow
#print axioms LocalEnergyDerivative.hasDerivAt_localEnergy
#print axioms LocalEnergyDerivative.response_virtual_eq_zero_iff
#print axioms LocalEnergyDerivative.hasDerivAt_occupied_rotation
```

```
'LocalEnergyDerivative.sum_det_updateRow' depends on axioms: [propext, Classical.choice, Quot.sound]
'LocalEnergyDerivative.hasDerivAt_localEnergy' depends on axioms: [propext, Classical.choice, Quot.sound]
'LocalEnergyDerivative.response_virtual_eq_zero_iff' depends on axioms: [propext, Classical.choice, Quot.sound]
'LocalEnergyDerivative.hasDerivAt_occupied_rotation' depends on axioms: [propext, Classical.choice, Quot.sound]
```

## How the proof follows the calculation

`sum_det_updateRow` justifies the definition of `localEnergy`. Cramer's rule expands each determinant with a replaced row, and exchanging the two sums produces the trace of adj(A)B.

`EntrywiseDeriv.mul` is the product rule, applied to each term of the sum that defines a matrix entry. The hand derivation took the differentiability of A⁻¹ for granted; the file proves it. `differentiableAt_det` treats the determinant as a finite sum of products, with an induction over the factors. In `EntrywiseDeriv.inverse`, which assumes det A(t) ≠ 0, each adjugate entry is itself a determinant, so the inverse is differentiable as adjugate over determinant. Only then is A⁻¹A = 1 differentiated: `filter_upwards` supplies the neighbourhood where the determinant is nonzero, and uniqueness of derivatives gives `hzero`, which is solved for the derivative of the inverse.

`hasDerivAt_localEnergy` combines these results and sums the diagonal entries. `response_orbital_mixing` is pure algebra: `h2` and `h3` are the two uses of cyclicity, and `linarith` performs the cancellation. `response_virtual_eq_zero_iff` sets X = 0 and makes the choice K = Mᵀ. Finally, `hasDerivAt_occupied_rotation` differentiates A₀C and B₀C, identifies X as C⁻¹C', and applies the mixing formula with the virtual part set to zero.

## Differentiating the matrix as a whole

The paths could also have been modelled as differentiable maps into a normed space of matrices. In finite dimension this is the same notion of differentiability. With a submultiplicative norm, the general derivative of inversion in a complete normed algebra would replace the determinant and adjugate argument. The price would be choosing a norm that plays no part in the physics; the entrywise version speaks directly about orbital values at electron positions.
